# Orthogonal decomposition of a finite-dimensional state space by a nilpotent supercharge

Let $V$ be a finite-dimensional complex inner-product space, $Q:V\to V$ a linear map with $Q^2=0$, $Q^\dagger$ its adjoint, and $H=QQ^\dagger+Q^\dagger Q$. Then $H$ commutes with $Q$ and $Q^\dagger$, $\ker H=\ker Q\cap\ker Q^\dagger$, and $V$ is the orthogonal direct sum of $\operatorname{range}Q$, $\operatorname{range}Q^\dagger$ and $\ker H$.

The condition $Q^2=0$ says that applying the supercharge twice gives zero, just as applying a fermionic creation operator twice in the same mode does. In such a finite-dimensional model, $\ker H$ holds the zero-energy states, and a state of nonzero energy annihilated by $Q$ has a partner at the same energy.

## From the energy identity to the decomposition

The adjoint of $Q^2=0$ is $(Q^\dagger)^2=0$. Hence
$$HQ=QQ^\dagger Q+Q^\dagger Q^2=QQ^\dagger Q=Q^2Q^\dagger+QQ^\dagger Q=QH,$$
$$HQ^\dagger=Q(Q^\dagger)^2+Q^\dagger QQ^\dagger=Q^\dagger QQ^\dagger=Q^\dagger QQ^\dagger+(Q^\dagger)^2Q=Q^\dagger H.$$

For any $\psi\in V$, moving one operator across the inner product in each term gives
$$\langle\psi,H\psi\rangle=\|Q^\dagger\psi\|^2+\|Q\psi\|^2.$$
If $H\psi=0$, both squares vanish, so $Q\psi=Q^\dagger\psi=0$. The converse is immediate. The equation $H\psi=0$ reads $QQ^\dagger\psi=-Q^\dagger Q\psi$, and the energy identity turns this cancellation into a sum of two nonnegative numbers equal to zero.

For $a,b\in V$ and $c\in\ker H$,
$$\langle Qa,Q^\dagger b\rangle=\langle Q^2a,b\rangle=0,\quad \langle Qa,c\rangle=\langle a,Q^\dagger c\rangle=0,\quad \langle Q^\dagger a,c\rangle=\langle a,Qc\rangle=0.$$
If $x$ is orthogonal to all three subspaces, then $\|Q^\dagger x\|^2=\langle QQ^\dagger x,x\rangle=0$ and $\|Qx\|^2=\langle Q^\dagger Qx,x\rangle=0$. So $x\in\ker H$, $x$ is orthogonal to itself, and $x=0$. In finite dimension the three subspaces therefore span $V$.

Now write $\psi=Qa+Q^\dagger b+c$ with $Q\psi=0$. This leaves $QQ^\dagger b=0$, so $\|Q^\dagger b\|^2=\langle QQ^\dagger b,b\rangle=0$. Since $Q$ also annihilates $\operatorname{range}Q$ and $\ker H$, $\ker Q=\operatorname{range}Q\oplus\ker H$, and dimensions add.

Finally, let $H\psi=E\psi$ with $E\ne0$, $\psi\ne0$ and $Q\psi=0$. Then $QQ^\dagger\psi=E\psi\neq0$, so $Q^\dagger\psi\ne0$, and $HQ^\dagger\psi=Q^\dagger H\psi=EQ^\dagger\psi$. The energy identity gives $\|Q^\dagger\psi\|^2=E\|\psi\|^2$, so $E>0$ and, for normalised $\psi$, the normalised partner is $Q^\dagger\psi/\sqrt E$.

In one dimension $Q^2=0$ forces $Q=0$, and every state has zero energy. In two dimensions, with orthonormal basis $e_0,e_1$, the choice $Qe_1=qe_0$, $Qe_0=0$, $q\neq0$ gives $H=|q|^2\,\mathbb 1$ and no nonzero zero-energy state.

## The supercharge and its Hamiltonian in Lean

The variable `V` carries the finite-dimensional complex inner-product structure. No fermion-number grading is assumed, and unbounded operators on infinite-dimensional spaces are not covered.

```lean
import Mathlib

open LinearMap (adjoint ker range)

namespace SupersymmetricQM

noncomputable section

variable {V : Type*} [NormedAddCommGroup V] [InnerProductSpace ℂ V] [FiniteDimensional ℂ V]
```

The supercharge is represented by a linear map `V →ₗ[ℂ] V`, and `*` is composition. The definition below accepts any such map; the condition $Q^2=0$ enters as the hypothesis `hQ` in the theorems that need it.

```lean
/-- The supersymmetric Hamiltonian `H = Q Q† + Q† Q` built from a supercharge `Q`. -/
def hamiltonian (Q : V →ₗ[ℂ] V) : V →ₗ[ℂ] V :=
  Q * adjoint Q + adjoint Q * Q
```

The action on a state holds by definition.

```lean
/-- The action of the Hamiltonian on a state: `H ψ = Q Q† ψ + Q† Q ψ`. -/
theorem hamiltonian_apply (Q : V →ₗ[ℂ] V) (ψ : V) :
    hamiltonian Q ψ = Q (adjoint Q ψ) + adjoint Q (Q ψ) := rfl
```

## Commutators and zero-energy states

The hypothesis `hQ` is $Q^2=0$. The proof derives `hQ'`, its adjoint, and the rewrites then expand both products as above.

```lean
/-- If the supercharge squares to zero, the Hamiltonian commutes with the supercharge
and with its adjoint. -/
theorem hamiltonian_commutes (Q : V →ₗ[ℂ] V) (hQ : Q * Q = 0) :
    hamiltonian Q * Q = Q * hamiltonian Q ∧
      hamiltonian Q * adjoint Q = adjoint Q * hamiltonian Q := by
  -- the adjoint supercharge is nilpotent too
  have hQ' : adjoint Q * adjoint Q = 0 := by
    have h := congrArg adjoint hQ
    rwa [Module.End.mul_eq_comp, LinearMap.adjoint_comp, map_zero] at h
  unfold hamiltonian
  constructor
  · rw [add_mul, mul_add, mul_assoc (adjoint Q) Q Q, hQ, ← mul_assoc Q Q, hQ,
      mul_zero, zero_mul, add_zero, zero_add, mul_assoc]
  · rw [add_mul, mul_add, mul_assoc Q (adjoint Q) (adjoint Q), hQ',
      ← mul_assoc (adjoint Q) (adjoint Q), hQ',
      mul_zero, zero_mul, zero_add, add_zero, mul_assoc]
```

Lean's inner product is linear in its second argument. The right-hand side is a real number cast to `ℂ`, so the statement includes the reality of $\langle\psi,H\psi\rangle$, which is the energy expectation value when $\psi$ is normalised. `h1` and `h2` move the operators across.

```lean
/-- For any vector `ψ`, the inner product of `ψ` with `H ψ` is a sum of two squared norms: `⟨ψ, H ψ⟩
= ‖Q† ψ‖² + ‖Q ψ‖²`. -/
theorem energy_expectation (Q : V →ₗ[ℂ] V) (ψ : V) :
    inner ℂ ψ (hamiltonian Q ψ) = ((‖adjoint Q ψ‖ ^ 2 + ‖Q ψ‖ ^ 2 : ℝ) : ℂ) := by
  have h1 : inner ℂ ψ (Q (adjoint Q ψ)) = inner ℂ (adjoint Q ψ) (adjoint Q ψ) :=
    (LinearMap.adjoint_inner_left Q (adjoint Q ψ) ψ).symm
  have h2 : inner ℂ ψ (adjoint Q (Q ψ)) = inner ℂ (Q ψ) (Q ψ) :=
    LinearMap.adjoint_inner_right Q ψ (Q ψ)
  rw [hamiltonian_apply, inner_add_right, h1, h2, inner_self_eq_norm_sq_to_K,
    inner_self_eq_norm_sq_to_K]
  push_cast
  rfl
```

Here `⊓` is intersection. This theorem does not need $Q^2=0$; `linarith` separates the two nonnegative squares.

```lean
/-- The zero-energy states are exactly the states annihilated by both `Q` and `Q†`. -/
theorem ker_hamiltonian (Q : V →ₗ[ℂ] V) :
    ker (hamiltonian Q) = ker Q ⊓ ker (adjoint Q) := by
  ext ψ
  rw [Submodule.mem_inf, LinearMap.mem_ker, LinearMap.mem_ker, LinearMap.mem_ker]
  constructor
  · intro h
    have e := energy_expectation Q ψ
    rw [h, inner_zero_right] at e
    have e' : ‖adjoint Q ψ‖ ^ 2 + ‖Q ψ‖ ^ 2 = 0 := by exact_mod_cast e.symm
    have p1 := sq_nonneg ‖adjoint Q ψ‖
    have p2 := sq_nonneg ‖Q ψ‖
    -- both squares vanish separately
    exact ⟨norm_eq_zero.mp ((pow_eq_zero_iff two_ne_zero).mp (by linarith)),
      norm_eq_zero.mp ((pow_eq_zero_iff two_ne_zero).mp (by linarith))⟩
  · rintro ⟨h1, h2⟩
    rw [hamiltonian_apply, h1, h2, map_zero, map_zero, add_zero]
```

## Three orthogonal subspaces

The statement consists of three orthogonality relations `⟂` and a sum `⊔` equal to the whole space `⊤`; pairwise orthogonality makes the sum direct. The last part shows that the orthogonal complement is zero, with `h1`, `h2` and `h3` following the argument for $x$.

```lean
/-- For a supercharge with `Q² = 0`, the state space is the orthogonal direct sum of
`range Q`, `range Q†` and the zero-energy space `ker H`. -/
theorem orthogonal_decomposition (Q : V →ₗ[ℂ] V) (hQ : Q * Q = 0) :
    range Q ⟂ range (adjoint Q) ∧ range Q ⟂ ker (hamiltonian Q) ∧
      range (adjoint Q) ⟂ ker (hamiltonian Q) ∧
      range Q ⊔ range (adjoint Q) ⊔ ker (hamiltonian Q) = ⊤ := by
  have hQQ : ∀ x, Q (Q x) = 0 := fun x => LinearMap.congr_fun hQ x
  refine ⟨?_, ?_, ?_, ?_⟩
  · rw [Submodule.isOrtho_iff_inner_eq]
    rintro _ ⟨a, rfl⟩ _ ⟨b, rfl⟩
    rw [LinearMap.adjoint_inner_right, hQQ, inner_zero_left]
  · rw [Submodule.isOrtho_iff_inner_eq, ker_hamiltonian]
    rintro _ ⟨a, rfl⟩ c ⟨_, hc⟩
    rw [← LinearMap.adjoint_inner_right, LinearMap.mem_ker.mp hc, inner_zero_right]
  · rw [Submodule.isOrtho_iff_inner_eq, ker_hamiltonian]
    rintro _ ⟨a, rfl⟩ c ⟨hc, _⟩
    rw [LinearMap.adjoint_inner_left, LinearMap.mem_ker.mp hc, inner_zero_right]
  · -- a state orthogonal to all three subspaces vanishes
    rw [← Submodule.orthogonal_eq_bot_iff, Submodule.eq_bot_iff]
    intro x hx
    rw [Submodule.mem_orthogonal] at hx
    have h1 : adjoint Q x = 0 := by
      rw [← inner_self_eq_zero (𝕜 := ℂ), LinearMap.adjoint_inner_right]
      exact hx _ (Submodule.mem_sup_left (Submodule.mem_sup_left ⟨_, rfl⟩))
    have h2 : Q x = 0 := by
      rw [← inner_self_eq_zero (𝕜 := ℂ), ← LinearMap.adjoint_inner_left]
      exact hx _ (Submodule.mem_sup_left (Submodule.mem_sup_right ⟨_, rfl⟩))
    have h3 : x ∈ ker (hamiltonian Q) := by
      rw [ker_hamiltonian]
      exact ⟨h2, h1⟩
    exact inner_self_eq_zero.mp (hx x (Submodule.mem_sup_right h3))
```

The next theorem again assumes $Q^2=0$. Its proof splits $\psi$ into its three components and removes the one in $\operatorname{range}Q^\dagger$ through `hb`.

```lean
/-- The states annihilated by `Q` are the sums of a state in `range Q` and a
zero-energy state. -/
theorem ker_supercharge (Q : V →ₗ[ℂ] V) (hQ : Q * Q = 0) :
    ker Q = range Q ⊔ ker (hamiltonian Q) := by
  have hQQ : ∀ x, Q (Q x) = 0 := fun x => LinearMap.congr_fun hQ x
  apply le_antisymm
  · intro ψ hψ
    have htop : ψ ∈ range Q ⊔ range (adjoint Q) ⊔ ker (hamiltonian Q) := by
      rw [(orthogonal_decomposition Q hQ).2.2.2]
      exact Submodule.mem_top
    obtain ⟨y, hy, c, hc, rfl⟩ := Submodule.mem_sup.mp htop
    obtain ⟨_, ⟨a, rfl⟩, _, ⟨b, rfl⟩, rfl⟩ := Submodule.mem_sup.mp hy
    have hc' : Q c = 0 := by
      have h := hc
      rw [ker_hamiltonian] at h
      exact h.1
    have h0 : Q (adjoint Q b) = 0 := by
      have h := LinearMap.mem_ker.mp hψ
      rwa [map_add, map_add, hQQ, hc', zero_add, add_zero] at h
    -- the component in the range of the adjoint has zero norm
    have hb : adjoint Q b = 0 := by
      rw [← inner_self_eq_zero (𝕜 := ℂ), LinearMap.adjoint_inner_right, h0, inner_zero_left]
    rw [hb, add_zero]
    exact Submodule.add_mem_sup ⟨a, rfl⟩ hc
  · refine sup_le ?_ ?_
    · rintro _ ⟨a, rfl⟩
      exact hQQ a
    · rw [ker_hamiltonian]
      exact inf_le_left
```

The count also needs $Q^2=0$. It is stated additively, which avoids subtraction of natural numbers. Orthogonality makes the intersection term in the dimension formula vanish.

```lean
/-- The number of independent zero-energy states plus the rank of `Q` equals the
dimension of the kernel of `Q`. -/
theorem count_zero_energy_states (Q : V →ₗ[ℂ] V) (hQ : Q * Q = 0) :
    Module.finrank ℂ (ker (hamiltonian Q)) + Module.finrank ℂ (range Q) =
      Module.finrank ℂ (ker Q) := by
  have h := Submodule.finrank_sup_add_finrank_inf_eq (range Q) (ker (hamiltonian Q))
  rw [(orthogonal_decomposition Q hQ).2.1.disjoint.eq_bot, finrank_bot,
    ← ker_supercharge Q hQ] at h
  omega
```

## Partners at nonzero energy

The partner theorem assumes $Q^2=0$ through `hQ`. The energy `E` is typed as a complex number, although the hypotheses force it to be real and positive, as shown above. `hback` is $QQ^\dagger\psi=E\psi$; it gives the nonvanishing of the partner, and the second commutator gives its energy.

```lean
/-- An eigenstate `ψ` of nonzero energy `E` with `Q ψ = 0` has a nonzero partner `Q† ψ`
of the same energy, and `Q` takes the partner back to `E ψ`. -/
theorem superpartner (Q : V →ₗ[ℂ] V) (hQ : Q * Q = 0) {E : ℂ} (hE : E ≠ 0) {ψ : V}
    (hψ : ψ ≠ 0) (hH : hamiltonian Q ψ = E • ψ) (h0 : Q ψ = 0) :
    adjoint Q ψ ≠ 0 ∧ hamiltonian Q (adjoint Q ψ) = E • adjoint Q ψ ∧
      Q (adjoint Q ψ) = E • ψ := by
  have hback : Q (adjoint Q ψ) = E • ψ := by
    rw [← hH, hamiltonian_apply, h0, map_zero, add_zero]
  refine ⟨fun h => ?_, ?_, hback⟩
  · rw [h, map_zero] at hback
    exact smul_ne_zero hE hψ hback.symm
  · have hc : hamiltonian Q (adjoint Q ψ) = adjoint Q (hamiltonian Q ψ) :=
      LinearMap.congr_fun (hamiltonian_commutes Q hQ).2 ψ
    rw [hc, hH, map_smul]
```

## A three-level example

On $\mathbb C^3$ with standard basis $e_0,e_1,e_2$, this supercharge sends $e_1$ to $e_0$ and annihilates the other two.

```lean
/-- The supercharge on a three-level system that sends `(x₀, x₁, x₂)` to `(x₁, 0, 0)`. -/
def threeLevelCharge : EuclideanSpace ℂ (Fin 3) →ₗ[ℂ] EuclideanSpace ℂ (Fin 3) where
  toFun x := !₂[x 1, 0, 0]
  map_add' x y := by
    ext i
    fin_cases i <;> simp
  map_smul' c x := by
    ext i
    fin_cases i <;> simp
```

The theorem confirms that $Q^2=0$, $Qe_1=e_0$ and $He_2=0$, so a nonzero supercharge can coexist with a nonzero zero-energy state. For $Q^\dagger e_2=0$ the proof takes the inner product with an arbitrary `v` and uses $\langle v,Q^\dagger e_2\rangle=\langle Qv,e_2\rangle=0$, without computing the adjoint matrix.

```lean
/-- The three-level supercharge squares to zero, takes the second basis state to the first,
and its Hamiltonian annihilates the third. -/
theorem threeLevelCharge_witness :
    threeLevelCharge * threeLevelCharge = 0 ∧
      threeLevelCharge !₂[(0 : ℂ), 1, 0] = !₂[(1 : ℂ), 0, 0] ∧
      hamiltonian threeLevelCharge !₂[(0 : ℂ), 0, 1] = 0 := by
  refine ⟨?_, ?_, ?_⟩
  · refine LinearMap.ext fun x => ?_
    ext i
    fin_cases i <;> simp [threeLevelCharge]
  · ext i
    fin_cases i <;> simp [threeLevelCharge]
  · rw [← LinearMap.mem_ker, ker_hamiltonian]
    refine ⟨?_, ?_⟩
    · refine LinearMap.mem_ker.mpr ?_
      ext i
      fin_cases i <;> simp [threeLevelCharge]
    · refine LinearMap.mem_ker.mpr (ext_inner_left ℂ fun v => ?_)
      rw [LinearMap.adjoint_inner_right, inner_zero_right]
      simp [threeLevelCharge, PiLp.inner_apply, Fin.sum_univ_three]

end

end SupersymmetricQM
```

```lean
#print axioms SupersymmetricQM.orthogonal_decomposition
-- 'SupersymmetricQM.orthogonal_decomposition' depends on axioms: [propext, Classical.choice, Quot.sound]
#print axioms SupersymmetricQM.count_zero_energy_states
-- 'SupersymmetricQM.count_zero_energy_states' depends on axioms: [propext, Classical.choice, Quot.sound]
#print axioms SupersymmetricQM.superpartner
-- 'SupersymmetricQM.superpartner' depends on axioms: [propext, Classical.choice, Quot.sound]
```
